# An exact state of two repelling charges on a line, at a trap frequency matched to the repulsion

## Two charges in one trap

Two particles of equal mass move on a line in the same harmonic trap and repel each other through a Coulomb potential. Without the repulsion, the problem separates into two oscillators. With it, a continuous wavefunction has finite Coulomb energy only if it vanishes where the particles meet, and its shape near such a point depends on the strength of the repulsion. Is there a trap frequency at which such a correlated state can be written in closed form?

Take units with $\hbar=m=1$. Let $x$ and $y$ be the positions, $w$ the trap frequency and $\lambda$ the Coulomb coupling. The Hamiltonian is

$$H=-\tfrac12(\partial_x^2+\partial_y^2)+\tfrac12 w^2(x^2+y^2)+\frac{\lambda}{|x-y|}.$$

We work in the sector $x>y$, where the separation $r=x-y$ is positive, and try

$$\psi=r(1+ar)\,G,\qquad G=e^{-w(x^2+y^2)/2},$$

with a real parameter $a$. The factor $r$ produces the node at contact, and $a$ adjusts the slope of the correlation factor $1+ar$.

## The matched frequency

For every $\lambda>0$, the choice $w=\lambda^2/2$, $a=\lambda/2$ gives a function that

- is positive and satisfies $H\psi=\tfrac32\lambda^2\psi$ at every point with $x>y$;
- tends to zero as the pair approaches any contact point $(c,c)$ from within the sector;
- is square integrable on the sector.

The energy is $3w$. The frequency condition ties two lengths together: the oscillator length $1/\sqrt w$ equals $\sqrt2$ times the Coulomb length $1/\lambda$. At $\lambda=1$ the state is $r(1+r/2)\,e^{-(x^2+y^2)/4}$, with $w=1/2$ and energy $3/2$.

There is also a converse within this family. If $a\neq0$, the trial function satisfies $H\psi=E\psi$ throughout the sector exactly when $\lambda=2a$, $w=2a^2$ and $E=6a^2$.

For this two-particle, one-dimensional model at the matched frequency, the formula gives numerical solvers an exact interacting state to test against, including its linear behaviour at contact.

## Applying the Hamiltonian

Write $P=r+ar^2$, so that $\psi=PG$. Since $\partial_xG=-wxG$, differentiating twice gives

$$\partial_x^2(PG)=\left[P_{xx}-2wxP_x+(w^2x^2-w)P\right]G,$$

and the same holds for $y$. Here $P_x=1+2ar$, $P_y=-(1+2ar)$ and $P_{xx}=P_{yy}=2a$. Adding the two second derivatives and multiplying by $-\tfrac12$, we find the kinetic part

$$\left[-2a+wr(1+2ar)+wP-\tfrac12w^2(x^2+y^2)P\right]G.$$

The last term cancels the trap potential. The Coulomb term contributes $\lambda(1+ar)G$, because the factor $r$ in $\psi$ removes the singularity. Collecting powers of $r$,

$$H\psi=\left[(\lambda-2a)+(2w+\lambda a)r+3aw\,r^2\right]G.$$

This must equal $E(r+ar^2)G$ for all $r>0$. Comparing coefficients gives

$$\lambda=2a,\qquad 2w+\lambda a=E,\qquad 3aw=aE.$$

For $a\neq0$ the third equation gives $E=3w$. The second then gives $w=\lambda a=2a^2$, and hence $E=6a^2$. Conversely, these values satisfy all three equations. The first equation is the cusp condition: the slope of $1+ar$ at contact must balance the Coulomb divergence.

## Positivity, contact and normalisability

If $\lambda>0$, then $a>0$, and every factor of $\psi$ is positive for $r>0$. The formula is continuous and vanishes at $r=0$, which gives the contact limit.

For the norm, put $s=x^2+y^2$ and $t=ws/2$, with $w>0$. Since $r^2\le2s$,

$$(r+ar^2)^2\le2r^2+2a^2r^4\le4s+8a^2s^2=\frac{8}{w}t+\frac{32a^2}{w^2}t^2.$$

For $t\ge0$ we have $t\le e^t$ and $t^2\le2e^t$. As $G^2=e^{-2t}$, it follows that

$$\psi^2\le\left(\frac8w+\frac{64a^2}{w^2}\right)e^{-t}.$$

The right-hand side is a constant times a product of one Gaussian in $x$ and one in $y$, so it has a finite integral.

## Why the converse needs $a\neq0$

Take $a=0$, $\lambda=0$ and $w=1$. Then $\psi=r\,e^{-(x^2+y^2)/2}$, and the formula for $H\psi$ gives $H\psi=2\psi$. This is a genuine eigenfunction of the non-interacting pair, yet $w=2a^2$ and $E=6a^2$ would both demand the value zero. With $a=0$ the $r^2$ coefficient no longer carries any information, and the frequency is free.

## How the physics is encoded

`hamiltonian w lam ψ x y` is the value of $H\psi$ at the point $(x,y)$, with `lam` for $\lambda$. The kinetic energy is built from iterated ordinary derivatives, each taken with the other coordinate held fixed. `pairState w a x y` is the unnormalised trial function, and the hypothesis `y < x` selects the sector.

The main theorem, `exact_coulomb_pair`, is a conjunction of the three properties listed above. The filter `𝓝[{p : ℝ × ℝ | p.2 < p.1}] (c, c)` expresses the approach to contact from inside the sector, and `IntegrableOn` applied to the square expresses normalisability. `pairState_eigen_iff` is the converse together with its easy direction, and `unit_coupling_pair` writes out the case $\lambda=1$.

The eigenvalue equation is therefore a pointwise differential equation on one ordering of the particles. The theorems do not compute the normalisation constant, identify the state as the ground state, or treat the rest of the spectrum. The formula for `pairState` also has values for $x<y$, but these are not offered as the physical state there; for identical particles, the exchange symmetry would fix that continuation.

A different model would take $H$ as a self-adjoint operator on the square-integrable functions of the sector, with the wavefunction vanishing at contact. The statement would then concern an eigenvalue of an operator, and its proof would also have to show that $\psi$ lies in the operator's domain. In return, questions about the ground state and the spectrum could be posed.

## The Lean file

```lean
import Mathlib

open MeasureTheory Filter Topology

namespace TrappedCoulombPair

noncomputable section

/-- The Hamiltonian of two particles on a line in a harmonic trap of frequency `w`, with
Coulomb interaction `lam / |x - y|`, applied to `ψ` at the point `(x, y)`. -/
def hamiltonian (w lam : ℝ) (ψ : ℝ → ℝ → ℝ) (x y : ℝ) : ℝ :=
  -(deriv (deriv fun s => ψ s y) x + deriv (deriv fun s => ψ x s) y) / 2
    + (w ^ 2 * (x ^ 2 + y ^ 2) / 2 + lam / |x - y|) * ψ x y

/-- The correlated pair function `r (1 + a r) exp(-w (x² + y²) / 2)` with `r = x - y`. -/
def pairState (w a x y : ℝ) : ℝ :=
  (x - y) * (1 + a * (x - y)) * Real.exp (-w * (x ^ 2 + y ^ 2) / 2)

/-- The second derivative at `s` of a factor `P` times a Gaussian, where `P` is differentiable
everywhere and its derivative `P'` is differentiable at `s`. -/
theorem deriv_deriv_mul_gaussian (w c : ℝ) (P P' : ℝ → ℝ) (P'' s : ℝ)
    (h1 : ∀ t, HasDerivAt P (P' t) t) (h2 : HasDerivAt P' P'' s) :
    deriv (deriv fun t => P t * Real.exp (-w * (t ^ 2 + c) / 2)) s
      = (P'' - 2 * w * s * P' s + (w ^ 2 * s ^ 2 - w) * P s)
        * Real.exp (-w * (s ^ 2 + c) / 2) := by
  have hg : ∀ t : ℝ, HasDerivAt (fun t => Real.exp (-w * (t ^ 2 + c) / 2))
      (-w * t * Real.exp (-w * (t ^ 2 + c) / 2)) t := by
    intro t
    have hsq : HasDerivAt (fun t : ℝ => t ^ 2) (2 * t) t := by
      simpa using hasDerivAt_pow 2 t
    have h : HasDerivAt (fun t : ℝ => -w * (t ^ 2 + c) / 2) (-w * t) t :=
      (((hsq.add_const c).const_mul (-w)).div_const 2).congr_deriv (by ring)
    exact h.exp.congr_deriv (by ring)
  -- the first derivative is again a factor times the same Gaussian
  have hd : (deriv fun t => P t * Real.exp (-w * (t ^ 2 + c) / 2))
      = fun t => (P' t - w * t * P t) * Real.exp (-w * (t ^ 2 + c) / 2) := by
    funext t
    exact ((h1 t).fun_mul (hg t)).deriv.trans (by ring)
  have hlin : HasDerivAt (fun t : ℝ => w * t) w s := by
    simpa using (hasDerivAt_id' s).const_mul w
  rw [hd]
  exact ((h2.fun_sub (hlin.fun_mul (h1 s))).fun_mul (hg s)).deriv.trans (by ring)

/-- In the sector `x > y` the Hamiltonian turns the pair function into a quadratic polynomial
in the separation times the same Gaussian. -/
theorem hamiltonian_pairState (w lam a : ℝ) {x y : ℝ} (hxy : y < x) :
    hamiltonian w lam (pairState w a) x y
      = ((lam - 2 * a) + (2 * w + lam * a) * (x - y) + 3 * a * w * (x - y) ^ 2)
        * Real.exp (-w * (x ^ 2 + y ^ 2) / 2) := by
  have dx : ∀ t : ℝ, HasDerivAt (fun t : ℝ => t - y) 1 t :=
    fun t => (hasDerivAt_id' t).sub_const y
  have dy : ∀ t : ℝ, HasDerivAt (fun t : ℝ => x - t) (-1) t :=
    fun t => (hasDerivAt_id' t).const_sub x
  -- second derivative in the position of the first particle
  have hx : deriv (deriv fun s => pairState w a s y) x = _ :=
    deriv_deriv_mul_gaussian w (y ^ 2) (fun t => (t - y) * (1 + a * (t - y)))
      (fun t => 1 + 2 * a * (t - y)) (2 * a) x
      (fun t => ((dx t).fun_mul (((dx t).const_mul a).const_add 1)).congr_deriv (by ring))
      ((((dx x).const_mul (2 * a)).const_add 1).congr_deriv (by ring))
  -- second derivative in the position of the second particle
  have e : (fun s => pairState w a x s) = fun t =>
      (x - t) * (1 + a * (x - t)) * Real.exp (-w * (t ^ 2 + x ^ 2) / 2) := by
    funext t
    simp only [pairState]
    rw [add_comm (x ^ 2)]
  have hy := deriv_deriv_mul_gaussian w (x ^ 2) (fun t => (x - t) * (1 + a * (x - t)))
      (fun t => -(1 + 2 * a * (x - t))) (2 * a) y
      (fun t => ((dy t).fun_mul (((dy t).const_mul a).const_add 1)).congr_deriv (by ring))
      ((((dy y).const_mul (2 * a)).const_add 1).fun_neg.congr_deriv (by ring))
  rw [add_comm (y ^ 2) (x ^ 2)] at hy
  have hr : x - y ≠ 0 := (sub_pos.mpr hxy).ne'
  change -(deriv (deriv fun s => pairState w a s y) x
    + deriv (deriv fun s => pairState w a x s) y) / 2
    + (w ^ 2 * (x ^ 2 + y ^ 2) / 2 + lam / |x - y|) * pairState w a x y = _
  rw [hx, e, hy, abs_of_pos (sub_pos.mpr hxy)]
  simp only [pairState]
  generalize Real.exp (-w * (x ^ 2 + y ^ 2) / 2) = g
  -- the factor `r` of the wavefunction cancels the Coulomb singularity
  have hc : lam / (x - y) * ((x - y) * (1 + a * (x - y)) * g)
      = lam * (1 + a * (x - y)) * g := by
    field_simp
  linear_combination hc

/-- For a trap of positive frequency the pair function is square integrable. -/
theorem pairState_sq_integrable (w a : ℝ) (hw : 0 < w) :
    Integrable (fun p : ℝ × ℝ => pairState w a p.1 p.2 ^ 2) := by
  have hG : Integrable (fun t : ℝ => Real.exp (-(w / 2) * t ^ 2)) :=
    integrable_exp_neg_mul_sq (half_pos hw)
  have hGG : Integrable (fun p : ℝ × ℝ => (8 / w + 64 * a ^ 2 / w ^ 2) *
      (Real.exp (-(w / 2) * p.1 ^ 2) * Real.exp (-(w / 2) * p.2 ^ 2))) :=
    (hG.mul_prod hG).const_mul _
  refine hGG.mono' (Continuous.aestronglyMeasurable (by unfold pairState; fun_prop))
    (ae_of_all _ fun p => ?_)
  obtain ⟨x, y⟩ := p
  rw [Real.norm_of_nonneg (sq_nonneg _)]
  simp only [pairState]
  have h4 : -w * (x ^ 2 + y ^ 2) / 2 = -(w * (x ^ 2 + y ^ 2) / 2) := by ring
  have h3 : Real.exp (-(w / 2) * x ^ 2) * Real.exp (-(w / 2) * y ^ 2)
      = Real.exp (-(w * (x ^ 2 + y ^ 2) / 2)) := by
    rw [← Real.exp_add]
    congr 1
    ring
  rw [h4, h3]
  have hs : 0 ≤ x ^ 2 + y ^ 2 := by positivity
  have hr : (x - y) ^ 2 ≤ 2 * (x ^ 2 + y ^ 2) := by nlinarith [sq_nonneg (x + y)]
  have hr4 : ((x - y) ^ 2) ^ 2 ≤ (2 * (x ^ 2 + y ^ 2)) ^ 2 :=
    pow_le_pow_left₀ (sq_nonneg _) hr 2
  have ht : 0 ≤ w * (x ^ 2 + y ^ 2) / 2 := by positivity
  have hE := Real.quadratic_le_exp_of_nonneg ht
  have hst : x ^ 2 + y ^ 2 = 2 / w * (w * (x ^ 2 + y ^ 2) / 2) := by field_simp
  generalize w * (x ^ 2 + y ^ 2) / 2 = t at *
  -- the polynomial prefactor is dominated by a growing exponential
  have hQ : ((x - y) * (1 + a * (x - y))) ^ 2
      ≤ (8 / w + 64 * a ^ 2 / w ^ 2) * Real.exp t := by
    have q1 : ((x - y) * (1 + a * (x - y))) ^ 2
        ≤ 4 * (x ^ 2 + y ^ 2) + 8 * a ^ 2 * (x ^ 2 + y ^ 2) ^ 2 := by
      have m := mul_le_mul_of_nonneg_left hr4 (sq_nonneg a)
      nlinarith [sq_nonneg ((x - y) * (1 - a * (x - y)))]
    have q2 : 8 / w * t ≤ 8 / w * Real.exp t :=
      mul_le_mul_of_nonneg_left (by nlinarith [sq_nonneg t]) (by positivity)
    have q3 : 32 * a ^ 2 / w ^ 2 * t ^ 2 ≤ 32 * a ^ 2 / w ^ 2 * (2 * Real.exp t) :=
      mul_le_mul_of_nonneg_left (by linarith) (by positivity)
    rw [hst] at q1
    calc _ ≤ _ := q1
      _ = 8 / w * t + 32 * a ^ 2 / w ^ 2 * t ^ 2 := by ring
      _ ≤ 8 / w * Real.exp t + 32 * a ^ 2 / w ^ 2 * (2 * Real.exp t) := add_le_add q2 q3
      _ = _ := by ring
  have h5 : Real.exp t * Real.exp (-t) = 1 := by
    rw [← Real.exp_add, add_neg_cancel, Real.exp_zero]
  calc ((x - y) * (1 + a * (x - y)) * Real.exp (-t)) ^ 2
      = ((x - y) * (1 + a * (x - y))) ^ 2 * Real.exp (-t) ^ 2 := by ring
    _ ≤ (8 / w + 64 * a ^ 2 / w ^ 2) * Real.exp t * Real.exp (-t) ^ 2 :=
      mul_le_mul_of_nonneg_right hQ (sq_nonneg _)
    _ = (8 / w + 64 * a ^ 2 / w ^ 2) * Real.exp (-t) := by
      linear_combination (8 / w + 64 * a ^ 2 / w ^ 2) * Real.exp (-t) * h5

/-- For repulsion `lam > 0` and trap frequency `lam² / 2`, the pair function with `a = lam / 2`
is positive and has energy `3 lam² / 2` on `x > y`, tends to zero at every contact point, and is
square integrable on that sector. -/
theorem exact_coulomb_pair (lam : ℝ) (hlam : 0 < lam) :
    (∀ x y, y < x → 0 < pairState (lam ^ 2 / 2) (lam / 2) x y ∧
      hamiltonian (lam ^ 2 / 2) lam (pairState (lam ^ 2 / 2) (lam / 2)) x y
        = 3 * lam ^ 2 / 2 * pairState (lam ^ 2 / 2) (lam / 2) x y) ∧
    (∀ c : ℝ, Tendsto (fun p : ℝ × ℝ => pairState (lam ^ 2 / 2) (lam / 2) p.1 p.2)
      (𝓝[{p : ℝ × ℝ | p.2 < p.1}] (c, c)) (𝓝 0)) ∧
    IntegrableOn (fun p : ℝ × ℝ => pairState (lam ^ 2 / 2) (lam / 2) p.1 p.2 ^ 2)
      {p : ℝ × ℝ | p.2 < p.1} := by
  refine ⟨fun x y hxy => ⟨?_, ?_⟩, fun c => ?_, ?_⟩
  · have hr : 0 < x - y := sub_pos.mpr hxy
    unfold pairState
    positivity
  · rw [hamiltonian_pairState _ _ _ hxy]
    unfold pairState
    ring
  · have hc : Continuous
        (fun p : ℝ × ℝ => pairState (lam ^ 2 / 2) (lam / 2) p.1 p.2) := by
      unfold pairState
      fun_prop
    have h0 : pairState (lam ^ 2 / 2) (lam / 2) c c = 0 := by simp [pairState]
    have h := (hc.tendsto (c, c)).mono_left
      (nhdsWithin_le_nhds (s := {p : ℝ × ℝ | p.2 < p.1}))
    simpa only [h0] using h
  · exact (pairState_sq_integrable _ _ (by positivity)).integrableOn

/-- A pair function with `a ≠ 0` satisfies the eigenvalue equation on `x > y` exactly when the
coupling is `2a`, the trap frequency is `2a²` and the energy is `6a²`. -/
theorem pairState_eigen_iff (w lam a E : ℝ) (ha : a ≠ 0) :
    (∀ x y, y < x → hamiltonian w lam (pairState w a) x y = E * pairState w a x y)
      ↔ lam = 2 * a ∧ w = 2 * a ^ 2 ∧ E = 6 * a ^ 2 := by
  constructor
  · intro h
    have key : ∀ r : ℝ, 0 < r →
        (lam - 2 * a) + (2 * w + lam * a - E) * r + a * (3 * w - E) * r ^ 2 = 0 := by
      intro r hr
      have h' := h r 0 hr
      rw [hamiltonian_pairState _ _ _ hr] at h'
      unfold pairState at h'
      apply mul_right_cancel₀ (Real.exp_ne_zero (-w * (r ^ 2 + 0 ^ 2) / 2))
      linear_combination h'
    -- three separations determine the three coefficients
    have k1 := key 1 (by norm_num)
    have k2 := key 2 (by norm_num)
    have k3 := key 3 (by norm_num)
    have c0 : lam - 2 * a = 0 := by linear_combination 3 * k1 - 3 * k2 + k3
    have c2 : a * (3 * w - E) = 0 := by linear_combination (k1 - 2 * k2 + k3) / 2
    have c1 : 2 * w + lam * a - E = 0 := by linear_combination k1 - c0 - c2
    have hE : 3 * w - E = 0 := (mul_eq_zero.mp c2).resolve_left ha
    have hw : w = 2 * a ^ 2 := by linear_combination hE - c1 + a * c0
    exact ⟨by linear_combination c0, hw, by linear_combination 3 * hw - hE⟩
  · rintro ⟨rfl, rfl, rfl⟩ x y hxy
    rw [hamiltonian_pairState _ _ _ hxy]
    unfold pairState
    ring

/-- At unit coupling and trap frequency `1/2`, the function
`r (1 + r/2) exp(-(x² + y²)/4)` has energy `3/2` on `x > y`. -/
theorem unit_coupling_pair {x y : ℝ} (hxy : y < x) :
    hamiltonian (1 / 2) 1
        (fun x y => (x - y) * (1 + (x - y) / 2) * Real.exp (-(x ^ 2 + y ^ 2) / 4)) x y
      = 3 / 2 * ((x - y) * (1 + (x - y) / 2) * Real.exp (-(x ^ 2 + y ^ 2) / 4)) := by
  have e : ∀ x y : ℝ, (x - y) * (1 + (x - y) / 2) * Real.exp (-(x ^ 2 + y ^ 2) / 4)
      = pairState (1 / 2) (1 / 2) x y := by
    intro x y
    have h : -(x ^ 2 + y ^ 2) / 4 = -(1 / 2) * (x ^ 2 + y ^ 2) / 2 := by ring
    rw [h]
    unfold pairState
    ring
  simp only [e]
  exact (pairState_eigen_iff (1 / 2) 1 (1 / 2) (3 / 2) (by norm_num)).mpr
    ⟨by norm_num, by norm_num, by norm_num⟩ x y hxy

end

end TrappedCoulombPair
```

```lean
#print axioms TrappedCoulombPair.exact_coulomb_pair
-- 'TrappedCoulombPair.exact_coulomb_pair' depends on axioms: [propext, Classical.choice, Quot.sound]
#print axioms TrappedCoulombPair.pairState_eigen_iff
-- 'TrappedCoulombPair.pairState_eigen_iff' depends on axioms: [propext, Classical.choice, Quot.sound]
#print axioms TrappedCoulombPair.unit_coupling_pair
-- 'TrappedCoulombPair.unit_coupling_pair' depends on axioms: [propext, Classical.choice, Quot.sound]
```

## How the proof follows the calculation

`deriv_deriv_mul_gaussian` is the product rule for a factor times a Gaussian. Its constant `c` holds the square of the coordinate that is kept fixed. The proof first shows that the first derivative is again a factor times the same Gaussian, and then differentiates once more.

`hamiltonian_pairState` uses this lemma twice, as `hx` and `hy`, with the polynomial and its derivatives supplied explicitly. Since $x>y$, the absolute value becomes $x-y$. The step `hc` cancels the Coulomb denominator against the factor $r$, and `linear_combination` collects the remaining terms into the quadratic.

`pairState_sq_integrable` carries out the norm estimate on the whole plane. The inequalities `q1`, `q2` and `q3` are the bound on the polynomial and the two exponential bounds; `hQ` combines them. The comparison `hGG.mono'` then transfers integrability from the product of Gaussians to $\psi^2$.

In `exact_coulomb_pair`, `positivity` proves the sign, and the energy equation follows by substituting the matched parameters into the quadratic. The contact limit comes from continuity, restricted to the sector, and the integral over the plane is restricted in the same way.

For the converse, `pairState_eigen_iff` sets $y=0$ and $x=r$, cancels the nonzero exponential, and obtains a quadratic in $r$ that vanishes for every $r>0$. Its values at $r=1,2,3$ suffice to make all three coefficients zero: these are `c0`, `c1` and `c2`. The hypothesis `ha` is used to divide $a(3w-E)=0$ by $a$. The reverse direction substitutes the parameters and simplifies.

Finally, `unit_coupling_pair` rewrites the explicit function as `pairState (1 / 2) (1 / 2)` and applies that reverse direction.
